# Rotations of finitely many bosonic modes commute with the sums of squared ladder operators and the total number

## Two quanta without angular momentum

A two-dimensional isotropic oscillator has lowering operators \(a_1,a_2\) and raising operators \(b_1,b_2\), usually written \(a_i^\dagger\). Does adding two quanta with \(b_1^2+b_2^2\) change the angular momentum? The rotation generator is \(L_{12}=b_1a_2-b_2a_1\). Since \([a_i,b_1^2+b_2^2]=2b_i\) and the \(b\)'s commute,
\[
[L_{12},b_1^2+b_2^2]=2b_1b_2-2b_2b_1=0 .
\]
The pair carries no angular momentum.

## The relations for d modes

Let \([a_i,b_j]=\delta_{ij}\), with the \(a\)'s commuting among themselves and likewise the \(b\)'s. Define the pair operators \(P_\pm\), the total number \(N\) and the rotation generators \(L_{ij}\) by
\[
P_+=\sum_k b_k^2,\quad P_-=\sum_k a_k^2,\quad N=\sum_k b_ka_k,\quad L_{ij}=b_ia_j-b_ja_i .
\]
Every \(L_{ij}\) commutes with \(P_+\), \(P_-\) and \(N\), and
\[
[P_-,P_+]=4N+2d,\qquad [N,P_\pm]=\pm2P_\pm,
\]
\[
\sum_{i,j}L_{ij}^2=2\bigl(P_+P_--N(N+d-2)\bigr).
\]

For an isotropic oscillator with \(b_i=a_i^\dagger\), the textbook su(1,1) generators are \(K_\pm=P_\pm/2\) and \(K_0=(N+d/2)/2\), and the Hermitian angular momentum in the plane of modes \(j\) and \(k\) is \(-i\hbar L_{jk}\), where \(i\) is the imaginary unit.

## Derivation from single-mode commutators

The product rule gives \([a_i,b_k^2]=2\delta_{ik}b_k\), \([a_k^2,b_i]=2\delta_{ik}a_k\), \([b_ka_k,b_i]=\delta_{ik}b_k\) and \([a_i,b_ka_k]=\delta_{ik}a_k\). Summing over \(k\),
\[
[a_i,P_+]=2b_i,\quad [P_-,b_i]=2a_i,\quad [N,b_i]=b_i,\quad [a_i,N]=a_i .
\]
Hence
\[
\begin{aligned}
[L_{ij},P_+]&=2b_ib_j-2b_jb_i=0,\\
[L_{ij},P_-]&=-2a_ia_j+2a_ja_i=0,\\
[L_{ij},N]&=(b_ia_j-b_ia_j)-(b_ja_i-b_ja_i)=0 .
\end{aligned}
\]
For the pair operators,
\[
[P_-,P_+]=\sum_k2(a_kb_k+b_ka_k)=\sum_k(4b_ka_k+2)=4N+2d,
\]
\[
[N,P_+]=\sum_k(b_kb_k+b_kb_k)=2P_+,\qquad [N,P_-]=-\sum_k(a_ka_k+a_ka_k)=-2P_- .
\]

Squaring \(L_{ij}\) gives two direct and two exchange terms. Each direct term sums to
\[
\sum_{i,j}b_ia_jb_ia_j=\sum_{i,j}(b_i^2a_j^2+\delta_{ij}b_ia_j)=P_+P_-+N .
\]
For each exchange term, use \(\sum_ja_jb_j=N+d\) and \(b_iN=(N-1)b_i\):
\[
\sum_{i,j}b_ia_jb_ja_i=\sum_ib_i(N+d)a_i=(N+d-1)N .
\]
Twice the difference is the stated identity.

## The two-quantum shell in three dimensions

For a non-interacting particle in an isotropic harmonic trap, these relations sort each energy shell by angular momentum. Take \(d=3\), \(b_i=a_i^\dagger\) and a normalised vacuum \(|0\rangle\). The squared angular momentum is
\[
-\tfrac{\hbar^2}{2}\sum_{i,j}L_{ij}^2=\hbar^2\bigl(N(N+1)-P_+P_-\bigr).
\]
On \(P_+|0\rangle\), \(N(N+1)\) gives 6, and so does \(P_+P_-\), because \(P_-P_+|0\rangle=6|0\rangle\). The normalised state \(P_+|0\rangle/\sqrt6\) therefore has \(\ell=0\). The states of the shell orthogonal to it form a five-dimensional space; they are annihilated by \(P_-\) and have \(\ell=2\).

## Creators that do not commute

On polynomials in \(x,y\), put \(a_1=\partial_x\), \(a_2=\partial_y\), \(b_1=x+\partial_y\), \(b_2=y\). All the canonical relations hold except that \([b_1,b_2]=1\). Now \([L_{12},P_+]=2N+2\), which sends the constant polynomial 1 to 2, so the rotation no longer commutes with \(P_+\).

## Reading the Lean statement

The modes are labelled by a finite type `ι`, and the operators are elements of an arbitrary ring `A`. `CanonicalModes a b` assumes the three canonical relations; no adjoint, Hamiltonian or state space enters. `pairSum b` is \(P_+\), `pairSum a` is \(P_-\), `number a b` is \(N\), and `Fintype.card ι` is \(d\). `Commute` means that two products agree in either order; other commutators are written as differences. The double sum runs over ordered pairs, so each plane counts twice.

Applying this to Fock space requires a common domain that the unbounded oscillator operators map into itself.

```lean
import Mathlib

open Finset

namespace PairOperatorsAndRotations

variable {ι A : Type*} [DecidableEq ι] [Ring A]

/-- Independent bosonic modes with annihilators `a i` and creators `b i`:
`[a i, b j] = δ_ij`, while the `a i` commute with each other and so do the `b i`. -/
structure CanonicalModes (a b : ι → A) : Prop where
  ann_cre : ∀ i j, a i * b j - b j * a i = if i = j then 1 else 0
  ann_ann : ∀ i j, a i * a j = a j * a i
  cre_cre : ∀ i j, b i * b j = b j * b i

/-- The rotation generator `L_ij = b_i a_j - b_j a_i` in the plane of modes `i` and `j`. -/
def rotation (a b : ι → A) (i j : ι) : A := b i * a j - b j * a i

variable [Fintype ι]

/-- The sum of squares `∑ c_k²` of a finite family `c`. -/
def pairSum (c : ι → A) : A := ∑ k, c k ^ 2

/-- The total number operator `N = ∑ b_k a_k`. -/
def number (a b : ι → A) : A := ∑ k, b k * a k

variable {a b : ι → A}

/-- For canonical modes, `[a_i, ∑ b_k²] = 2 b_i`. -/
theorem ann_pairSum (h : CanonicalModes a b) (i : ι) :
    a i * pairSum b - pairSum b * a i = 2 * b i := by
  have t : ∀ k, a i * b k ^ 2 - b k ^ 2 * a i = if i = k then 2 * b k else 0 := by
    intro k
    have hc := h.ann_cre i k
    by_cases e : i = k
    · rw [if_pos e] at hc ⊢
      linear_combination (norm := noncomm_ring) hc * b k + b k * hc
    · rw [if_neg e] at hc ⊢
      linear_combination (norm := noncomm_ring) hc * b k + b k * hc
  rw [pairSum, mul_sum, sum_mul, ← sum_sub_distrib, sum_congr rfl (fun k _ => t k)]
  simp

/-- For canonical modes, `[∑ a_k², b_i] = 2 a_i`. -/
theorem pairSum_cre (h : CanonicalModes a b) (i : ι) :
    pairSum a * b i - b i * pairSum a = 2 * a i := by
  have t : ∀ k, a k ^ 2 * b i - b i * a k ^ 2 = if k = i then 2 * a k else 0 := by
    intro k
    have hc := h.ann_cre k i
    by_cases e : k = i
    · rw [if_pos e] at hc ⊢
      linear_combination (norm := noncomm_ring) hc * a k + a k * hc
    · rw [if_neg e] at hc ⊢
      linear_combination (norm := noncomm_ring) hc * a k + a k * hc
  rw [pairSum, mul_sum, sum_mul, ← sum_sub_distrib, sum_congr rfl (fun k _ => t k)]
  simp

/-- For canonical modes, `[N, b_i] = b_i` and `[a_i, N] = a_i`. -/
theorem number_ladder (h : CanonicalModes a b) (i : ι) :
    number a b * b i - b i * number a b = b i ∧
      a i * number a b - number a b * a i = a i := by
  have t : ∀ k, b k * a k * b i - b i * (b k * a k) = if k = i then b k else 0 := by
    intro k
    have hc := h.ann_cre k i
    have hb := h.cre_cre k i
    by_cases e : k = i
    · rw [if_pos e] at hc ⊢
      linear_combination (norm := noncomm_ring) b k * hc + hb * a k
    · rw [if_neg e] at hc ⊢
      linear_combination (norm := noncomm_ring) b k * hc + hb * a k
  have s : ∀ k, a i * (b k * a k) - b k * a k * a i = if i = k then a k else 0 := by
    intro k
    have hc := h.ann_cre i k
    have ha := h.ann_ann i k
    by_cases e : i = k
    · rw [if_pos e] at hc ⊢
      linear_combination (norm := noncomm_ring) hc * a k + b k * ha
    · rw [if_neg e] at hc ⊢
      linear_combination (norm := noncomm_ring) hc * a k + b k * ha
  constructor
  · rw [number, mul_sum, sum_mul, ← sum_sub_distrib, sum_congr rfl (fun k _ => t k)]
    simp
  · rw [number, mul_sum, sum_mul, ← sum_sub_distrib, sum_congr rfl (fun k _ => s k)]
    simp

/-- For canonical modes, `[∑ a_k², ∑ b_k²] = 4N + 2d`, where `d` is the number of modes. -/
theorem pair_commutator (h : CanonicalModes a b) :
    pairSum a * pairSum b - pairSum b * pairSum a
      = 4 * number a b + 2 * (Fintype.card ι : A) := by
  have t : ∀ k, pairSum a * b k ^ 2 - b k ^ 2 * pairSum a = 4 * (b k * a k) + 2 * 1 := by
    intro k
    have hk := pairSum_cre h k
    have hc := h.ann_cre k k
    rw [if_pos rfl] at hc
    linear_combination (norm := noncomm_ring) hk * b k + b k * hk + 2 * hc
  calc pairSum a * pairSum b - pairSum b * pairSum a
      = ∑ k, (pairSum a * b k ^ 2 - b k ^ 2 * pairSum a) := by
        rw [sum_sub_distrib, ← mul_sum, ← sum_mul]; rfl
    _ = ∑ k, (4 * (b k * a k) + 2 * 1) := sum_congr rfl (fun k _ => t k)
    _ = 4 * number a b + 2 * (Fintype.card ι : A) := by
        rw [sum_add_distrib, ← mul_sum, ← mul_sum]; simp [number]

/-- For canonical modes, every rotation generator commutes with `∑ b_k²`, `∑ a_k²` and `N`,
and the two pair operators satisfy `[∑ a_k², ∑ b_k²] = 4N + 2d` for `d` modes. -/
theorem rotations_commute_with_pair_algebra (h : CanonicalModes a b) :
    (∀ i j, Commute (rotation a b i j) (pairSum b) ∧
      Commute (rotation a b i j) (pairSum a) ∧
      Commute (rotation a b i j) (number a b)) ∧
    pairSum a * pairSum b - pairSum b * pairSum a
      = 4 * number a b + 2 * (Fintype.card ι : A) := by
  refine ⟨fun i j => ⟨?_, ?_, ?_⟩, pair_commutator h⟩
  · -- creators commute with the pair creator, so only `[a, ∑ b²] = 2b` contributes
    have hb : ∀ l, b l * pairSum b = pairSum b * b l := fun l =>
      (Commute.sum_right _ _ _ fun k _ => Commute.pow_right (h.cre_cre l k) 2).eq
    change rotation a b i j * pairSum b = pairSum b * rotation a b i j
    unfold rotation
    linear_combination (norm := noncomm_ring) b i * ann_pairSum h j - b j * ann_pairSum h i
      + hb i * a j - hb j * a i + 2 * h.cre_cre i j
  · have ha : ∀ l, a l * pairSum a = pairSum a * a l := fun l =>
      (Commute.sum_right _ _ _ fun k _ => Commute.pow_right (h.ann_ann l k) 2).eq
    change rotation a b i j * pairSum a = pairSum a * rotation a b i j
    unfold rotation
    linear_combination (norm := noncomm_ring) b i * ha j - b j * ha i
      - pairSum_cre h i * a j + pairSum_cre h j * a i - 2 * h.ann_ann i j
  · -- one quantum is removed and one is added
    change rotation a b i j * number a b = number a b * rotation a b i j
    unfold rotation
    linear_combination (norm := noncomm_ring) b i * (number_ladder h j).2
      - (number_ladder h i).1 * a j - b j * (number_ladder h i).2 + (number_ladder h j).1 * a i

/-- For canonical modes, the pair operators change the total number by two:
`[N, ∑ b_k²] = 2 ∑ b_k²` and `[N, ∑ a_k²] = -2 ∑ a_k²`. -/
theorem number_pairSum (h : CanonicalModes a b) :
    number a b * pairSum b - pairSum b * number a b = 2 * pairSum b ∧
      number a b * pairSum a - pairSum a * number a b = -2 * pairSum a := by
  constructor
  · unfold pairSum
    rw [mul_sum, sum_mul, ← sum_sub_distrib, mul_sum]
    refine sum_congr rfl fun k _ => ?_
    have hk := (number_ladder h k).1
    linear_combination (norm := noncomm_ring) hk * b k + b k * hk
  · unfold pairSum
    rw [mul_sum, sum_mul, ← sum_sub_distrib, mul_sum]
    refine sum_congr rfl fun k _ => ?_
    have hk := (number_ladder h k).2
    linear_combination (norm := noncomm_ring) (-1 : A) * (hk * a k) - a k * hk

/-- For `d` canonical modes, the sum of the squared rotation generators over all ordered pairs is
given by the pair operators and the number operator:
`∑_ij L_ij² = 2 (∑ b_k² ∑ a_k² - N (N + d - 2))`. -/
theorem sum_rotation_sq (h : CanonicalModes a b) :
    ∑ i, ∑ j, rotation a b i j ^ 2 = 2 * (pairSum b * pairSum a
      - number a b * (number a b + (Fintype.card ι : A) - 2)) := by
  have hd : ∀ x : A, x * (Fintype.card ι : A) = (Fintype.card ι : A) * x :=
    fun x => (Nat.cast_commute _ x).eq.symm
  -- each direct term sums to the product of the pair operators plus `N`
  have s1 : ∑ i, ∑ j, b i * a j * (b i * a j) = pairSum b * pairSum a + number a b := by
    have t : ∀ i j, b i * a j * (b i * a j)
        = b i ^ 2 * a j ^ 2 + if j = i then b i * a j else 0 := by
      intro i j
      have hc := h.ann_cre j i
      by_cases e : j = i
      · rw [if_pos e] at hc ⊢
        linear_combination (norm := noncomm_ring) b i * hc * a j
      · rw [if_neg e] at hc ⊢
        linear_combination (norm := noncomm_ring) b i * hc * a j
    unfold pairSum number
    rw [sum_mul_sum]
    simp only [t, sum_add_distrib, sum_ite_eq', mem_univ, if_true]
  -- each exchange term sums to `(N + d - 1) N`
  have s2 : ∑ i, ∑ j, b i * a j * (b j * a i)
      = (number a b + (Fintype.card ι : A) - 1) * number a b := by
    have anti : ∑ j, a j * b j = number a b + (Fintype.card ι : A) := by
      have t : ∀ j, a j * b j = b j * a j + 1 := fun j => by
        have hc := h.ann_cre j j
        rw [if_pos rfl] at hc
        linear_combination (norm := noncomm_ring) hc
      simp [t, sum_add_distrib, number]
    conv_rhs => rw [number, mul_sum]
    refine sum_congr rfl fun i _ => ?_
    calc ∑ j, b i * a j * (b j * a i) = b i * (∑ j, a j * b j) * a i := by
          rw [mul_sum, sum_mul]
          exact sum_congr rfl fun j _ => by simp only [mul_assoc]
      _ = (number a b + (Fintype.card ι : A) - 1) * (b i * a i) := by
          rw [anti]
          linear_combination (norm := noncomm_ring)
            hd (b i) * a i - (number_ladder h i).1 * a i
  have s1' : ∑ i, ∑ j, b j * a i * (b j * a i) = pairSum b * pairSum a + number a b := by
    rw [sum_comm]; exact s1
  have s2' : ∑ i, ∑ j, b j * a i * (b i * a j)
      = (number a b + (Fintype.card ι : A) - 1) * number a b := by
    rw [sum_comm]; exact s2
  have sq : ∀ i j, rotation a b i j ^ 2 = b i * a j * (b i * a j) - b i * a j * (b j * a i)
      - b j * a i * (b i * a j) + b j * a i * (b j * a i) := fun i j => by
    unfold rotation; noncomm_ring
  simp only [sq, sum_add_distrib, sum_sub_distrib]
  rw [s1, s2, s1', s2']
  linear_combination (norm := noncomm_ring) 2 * hd (number a b)

omit [Fintype ι] in
/-- On complex polynomials, the partial derivatives `∂/∂x_i` and the multiplications by `x_i`
are canonical modes. -/
theorem canonicalModes_witness :
    CanonicalModes (A := Module.End ℂ (MvPolynomial ι ℂ))
      (fun i => (MvPolynomial.pderiv (R := ℂ) i).toLinearMap)
      (fun i => LinearMap.mulLeft ℂ (MvPolynomial.X i)) := by
  refine ⟨fun i j => ?_, fun i j => ?_, fun i j => ?_⟩
  · refine LinearMap.ext fun p => ?_
    rcases eq_or_ne i j with rfl | e
    · simp [Derivation.leibniz]
    · simp [Derivation.leibniz, MvPolynomial.pderiv_X_of_ne e.symm, e]
  · -- the commutator of two partial derivatives is a derivation that kills every variable
    have hz : ⁅MvPolynomial.pderiv (R := ℂ) i, MvPolynomial.pderiv (R := ℂ) j⁆ = 0 := by
      refine MvPolynomial.derivation_ext fun k => ?_
      rw [Derivation.commutator_apply, MvPolynomial.pderiv_X, MvPolynomial.pderiv_X]
      simp only [Pi.single_apply]
      split_ifs <;> simp
    refine LinearMap.ext fun p => ?_
    have hp := DFunLike.congr_fun hz p
    rw [Derivation.commutator_apply] at hp
    exact sub_eq_zero.mp hp
  · refine LinearMap.ext fun p => ?_
    simp only [Module.End.mul_apply, LinearMap.mulLeft_apply]
    ring

end PairOperatorsAndRotations
```

```lean
#print axioms PairOperatorsAndRotations.rotations_commute_with_pair_algebra
#print axioms PairOperatorsAndRotations.number_pairSum
#print axioms PairOperatorsAndRotations.sum_rotation_sq
```

```
'PairOperatorsAndRotations.rotations_commute_with_pair_algebra' depends on axioms: [propext, Classical.choice, Quot.sound]
'PairOperatorsAndRotations.number_pairSum' depends on axioms: [propext, Classical.choice, Quot.sound]
'PairOperatorsAndRotations.sum_rotation_sq' depends on axioms: [propext, Classical.choice, Quot.sound]
```

## From commutators to the checked identities

`ann_pairSum`, `pairSum_cre` and `number_ladder` prove the single-operator commutators, separating equal from unequal mode labels before summing. In `linear_combination`, known commutators are multiplied on the left or right, as in the product rule; `noncomm_ring` then checks the remaining identity without exchanging factors.

`pair_commutator` sums the one-mode results. `rotations_commute_with_pair_algebra` adds the three cancellations for \(L_{ij}\), and `number_pairSum` gives the ladder relations.

In `sum_rotation_sq`, `s1` evaluates a direct term and `s2` an exchange term, with `anti` supplying \(\sum_ja_jb_j=N+d\). Swapping the summation indices gives the other two.

`canonicalModes_witness` realises the hypotheses by \(\partial/\partial x_i\) and multiplication by \(x_i\) on complex polynomials. Partial derivatives commute there because their commutator is a derivation that vanishes on every variable.
